# A cubic energy fit in V^(−2/3) with a minimum at positive volume is a third-order Birch–Murnaghan curve

## Two ways to fit an energy–volume curve

The total energy of a crystal has been computed at a handful of fixed volumes V, and the equilibrium volume and bulk modulus are wanted. One can fit the Birch–Murnaghan energy, which is nonlinear in V0, or fit a cubic polynomial in the variable x = V^(−2/3), which is linear in its four coefficients. How are the two curves related?

Write the polynomial as

p(x) = c0 + c1 x + c2 x² + c3 x³,

and the Birch–Murnaghan energy in terms of the Eulerian strain f, which is positive under compression:

f = ((V0/V)^(2/3) − 1)/2

E(V) = E0 + (9/2) V0 B0 f² (1 + (b − 4) f).

Here E0 is the energy at the equilibrium volume V0, B0 is the bulk modulus there, and b is its pressure derivative.

## The minimum and the four parameters

Let D = c2² − 3c1c3. Suppose that c3 ≠ 0, D > 0 and

x0 = (√D − c2)/(3c3) > 0.

Then p(V^(−2/3)) = E(V) for every V > 0, with

E0 = p(x0), V0 = x0^(−3/2)

B0 = (8/9) √D x0^(7/2), b = 4 + 2c3x0/√D.

The conditions describe a fit with a local minimum at a positive volume. For an energy–volume fit of this cubic form, the equilibrium parameters in electronic-structure work can therefore be read off from linear least-squares coefficients, without a nonlinear search.

## Why this root is the minimum

Put s = c2 + 3c3x, which is half the curvature, since p″(x) = 2c2 + 6c3x. The slope is p′(x) = c1 + 2c2x + 3c3x², and expanding s² gives

s² − D = 3c3 (c1 + 2c2x + 3c3x²) = 3c3 p′(x).

If the slope vanishes and the curvature is positive, then D = s² > 0 and s = √D, which is the stated root. Conversely, at that root s = √D > 0, so the curvature is positive and 3c3 p′(x) = 0. Dividing by 3c3 gives zero slope.

## Expansion in the strain

From V0 = x0^(−3/2) we have V0^(2/3) = 1/x0, hence

1 + 2f = (V0/V)^(2/3) = V^(−2/3)/x0

V^(−2/3) = x0 (1 + 2f).

The fit variable is thus linear in the strain. A cubic equals its third-order Taylor polynomial, and the linear term vanishes at x0. With the displacement 2x0f,

p(x0 + 2x0f) = p(x0) + √D (2x0f)² + c3 (2x0f)³

= p(x0) + 4√D x0² f² (1 + (2c3x0/√D) f).

Comparison with E(V) requires

(9/2) V0 B0 = 4√D x0², b − 4 = 2c3x0/√D.

Dividing the first equation by (9/2) V0 = (9/2) x0^(−3/2) gives B0 = (8/9) √D x0^(7/2).

If c3 = 0 and c1 < 0 < c2, the minimum is at x0 = −c1/(2c2). The same expansion, with √D replaced by c2, has no cubic term, so b = 4 and B0 = (8/9) c2 x0^(7/2).

## Reading the parameters back

Now suppose that some Birch–Murnaghan curve with V0, B0 > 0 agrees with the fit at all positive volumes. Set x0 = V0^(−2/3), t = (V0/V)^(2/3) and u = t − 1 = 2f. With s taken at x0, the two sides are

p(x0t) = p(x0) + x0 p′(x0) u + s x0² u² + c3 x0³ u³

E(V) = E0 + (9/8) V0 B0 u² + (9/16) V0 B0 (b − 4) u³.

Equal coefficients give E0 = p(x0), p′(x0) = 0 and

s x0² = (9/8) V0 B0, c3 x0³ = (9/16) V0 B0 (b − 4).

The first of these makes s positive, and s² − D = 3c3 p′(x0) = 0 then gives s = √D. Solving for B0, and dividing the second relation by the first, returns the formulas above.

## The statement in Lean

`cubic`, `disc`, `strain` and `birchMurnaghan` are the explicit real functions p, D, f and E(V). Fractional exponents are real powers, and the volumes are positive wherever the theorems use them.

The main theorem is `fit_eq_birchMurnaghan`. Its hypotheses `hc`, `hD` and `hx` say c3 ≠ 0, D > 0 and x0 > 0. The root enters through `hroot` as 3c3x0 = √D − c2, without division. With c3 = 0 that equation would only say √D = c2 and would leave x0 free, so `hc` is what makes it select a point. `minimum_iff` identifies this point as the one with zero slope and positive curvature in x.

`quadratic_fit` treats c3 = 0 separately. `parameters_unique` is the converse; it does not assume c3 ≠ 0, and it delivers D > 0 as a conclusion.

In the file, B0 and b are parameters of the energy formula; their reading as bulk modulus and pressure derivative comes from differentiating E(V) in the usual way. The theorems concern the fitted curve, not how well it represents the computed energies. The minimum is local: for c3 < 0 the cubic falls without bound at strong compression.

```lean
import Mathlib

open Real

namespace BirchMurnaghanFit

noncomputable section

/-- The cubic fit polynomial `c0 + c1 x + c2 x² + c3 x³`. -/
def cubic (c0 c1 c2 c3 x : ℝ) : ℝ := c0 + c1 * x + c2 * x ^ 2 + c3 * x ^ 3

/-- The quantity `D = c2² - 3 c1 c3`, a quarter of the discriminant `(2 c2)² - 4 (3 c3) c1` of the
slope `c1 + 2 c2 x + 3 c3 x²` of the cubic. -/
def disc (c1 c2 c3 : ℝ) : ℝ := c2 ^ 2 - 3 * c1 * c3

/-- The Eulerian strain `f = ((V0/V)^(2/3) - 1)/2`, for positive volumes `V0` and `V`. -/
def strain (V0 V : ℝ) : ℝ := ((V0 / V) ^ (2 / 3 : ℝ) - 1) / 2

/-- The third-order Birch–Murnaghan energy `E0 + (9/2) V0 B0 f² (1 + (b - 4) f)`,
for positive volumes `V0` and `V`. -/
def birchMurnaghan (E0 V0 B0 b V : ℝ) : ℝ :=
  E0 + 9 / 2 * V0 * B0 * strain V0 V ^ 2 * (1 + (b - 4) * strain V0 V)

/-- The derivative of the fit polynomial is the polynomial with coefficients
`c1, 2 c2, 3 c3, 0`. -/
theorem deriv_cubic (c0 c1 c2 c3 : ℝ) :
    deriv (cubic c0 c1 c2 c3) = cubic c1 (2 * c2) (3 * c3) 0 := by
  ext x
  have h : HasDerivAt (fun y : ℝ => c0 + c1 * y + c2 * y ^ 2 + c3 * y ^ 3)
      (c1 + 2 * c2 * x + 3 * c3 * x ^ 2) x := by
    have h' := ((((hasDerivAt_id' x).const_mul c1).const_add c0).fun_add
      ((hasDerivAt_pow 2 x).const_mul c2)).fun_add ((hasDerivAt_pow 3 x).const_mul c3)
    exact h'.congr_deriv (by norm_num; ring)
  have e : cubic c1 (2 * c2) (3 * c3) 0 x = c1 + 2 * c2 * x + 3 * c3 * x ^ 2 := by
    unfold cubic
    ring
  rw [e]
  exact h.deriv

/-- If `c3 ≠ 0`, `D > 0` and `3 c3 x = √D - c2`, the slope of the cubic vanishes at `x`. -/
theorem stationary_of_root {c1 c2 c3 x : ℝ} (hc : c3 ≠ 0) (hD : 0 < disc c1 c2 c3)
    (e : 3 * c3 * x = √(disc c1 c2 c3) - c2) : c1 + 2 * c2 * x + 3 * c3 * x ^ 2 = 0 := by
  have hsq := Real.sq_sqrt hD.le
  generalize √(disc c1 c2 c3) = r at e hsq
  unfold disc at hsq
  apply mul_left_cancel₀ (mul_ne_zero three_ne_zero hc)
  linear_combination (c2 + 3 * c3 * x + r) * e + hsq

/-- For `c3 ≠ 0`, the cubic has zero slope and positive curvature at `x` exactly when
`D > 0` and `x = (√D - c2)/(3 c3)`. -/
theorem minimum_iff {c0 c1 c2 c3 x : ℝ} (hc : c3 ≠ 0) :
    (deriv (cubic c0 c1 c2 c3) x = 0 ∧ 0 < deriv (deriv (cubic c0 c1 c2 c3)) x) ↔
      (0 < disc c1 c2 c3 ∧ x = (√(disc c1 c2 c3) - c2) / (3 * c3)) := by
  have h3 : 3 * c3 ≠ 0 := mul_ne_zero three_ne_zero hc
  rw [deriv_cubic, deriv_cubic]
  simp only [cubic]
  constructor
  · rintro ⟨h1, h2⟩
    have hs : 0 < c2 + 3 * c3 * x := by linarith
    -- at a stationary point, D is the square of half the curvature
    have hD : disc c1 c2 c3 = (c2 + 3 * c3 * x) ^ 2 := by
      unfold disc
      linear_combination (-3 * c3) * h1
    rw [hD, Real.sqrt_sq hs.le]
    refine ⟨pow_pos hs 2, ?_⟩
    rw [eq_div_iff h3]
    ring
  · rintro ⟨hD, hx⟩
    have e : 3 * c3 * x = √(disc c1 c2 c3) - c2 := by
      rw [eq_div_iff h3] at hx
      linarith
    have h1 := stationary_of_root hc hD e
    have hr := Real.sqrt_pos.mpr hD
    exact ⟨by linear_combination h1, by linarith⟩

/-- With `V0 = x0^(-3/2)` and `x0, V > 0`, the fit variable is linear in the Eulerian strain:
`V^(-2/3) = x0 (1 + 2 f)`. -/
theorem fit_variable_eq {x0 V : ℝ} (hx : 0 < x0) (hV : 0 < V) :
    V ^ (-2 / 3 : ℝ) = x0 * (1 + 2 * strain (x0 ^ (-3 / 2 : ℝ)) V) := by
  have h1 : (x0 ^ (-3 / 2 : ℝ)) ^ (2 / 3 : ℝ) = x0⁻¹ := by
    rw [← Real.rpow_mul hx.le, show (-3 / 2 : ℝ) * (2 / 3) = -1 by norm_num,
      Real.rpow_neg_one]
  have h2 : V ^ (-2 / 3 : ℝ) = (V ^ (2 / 3 : ℝ))⁻¹ := by
    rw [show (-2 / 3 : ℝ) = -(2 / 3) by norm_num, Real.rpow_neg hV.le]
  have h4 : x0 * x0⁻¹ = 1 := mul_inv_cancel₀ hx.ne'
  rw [strain, Real.div_rpow (Real.rpow_nonneg hx.le _) hV.le, h1, h2]
  generalize V ^ (2 / 3 : ℝ) = W
  linear_combination (-W⁻¹) * h4

/-- For `x0 > 0`, the powers in the equilibrium volume and the bulk modulus combine to
`x0^(-3/2) x0^(7/2) = x0²`. -/
theorem volume_mul_modulus_power {x0 : ℝ} (hx : 0 < x0) :
    x0 ^ (-3 / 2 : ℝ) * x0 ^ (7 / 2 : ℝ) = x0 ^ 2 := by
  rw [← Real.rpow_add hx, show (-3 / 2 : ℝ) + 7 / 2 = ((2 : ℕ) : ℝ) by norm_num,
    Real.rpow_natCast]

/-- Expanded about a stationary point `x0 > 0` with `s = c2 + 3 c3 x0 ≠ 0`, the fit is a
Birch–Murnaghan energy with `B0 = (8/9) s x0^(7/2)` and `b = 4 + 2 c3 x0 / s` at all `V > 0`. -/
theorem fit_eq_of_stationary {c0 c1 c2 c3 x0 V : ℝ} (hx : 0 < x0) (hV : 0 < V)
    (h1 : c1 + 2 * c2 * x0 + 3 * c3 * x0 ^ 2 = 0) (hs : c2 + 3 * c3 * x0 ≠ 0) :
    cubic c0 c1 c2 c3 (V ^ (-2 / 3 : ℝ)) =
      birchMurnaghan (cubic c0 c1 c2 c3 x0) (x0 ^ (-3 / 2 : ℝ))
        (8 / 9 * (c2 + 3 * c3 * x0) * x0 ^ (7 / 2 : ℝ))
        (4 + 2 * c3 * x0 / (c2 + 3 * c3 * x0)) V := by
  have hP := volume_mul_modulus_power hx
  have hb : 2 * c3 * x0 / (c2 + 3 * c3 * x0) * (c2 + 3 * c3 * x0) = 2 * c3 * x0 :=
    div_mul_cancel₀ _ hs
  rw [fit_variable_eq hx hV]
  unfold cubic birchMurnaghan
  generalize strain (x0 ^ (-3 / 2 : ℝ)) V = f
  generalize 2 * c3 * x0 / (c2 + 3 * c3 * x0) = q at hb ⊢
  -- match the linear, quadratic and cubic terms in the strain
  linear_combination 2 * f * x0 * h1
    - 4 * f ^ 2 * (c2 + 3 * c3 * x0) * (1 + q * f) * hP - 4 * f ^ 3 * x0 ^ 2 * hb

/-- A cubic fit in `V^(-2/3)` with `c3 ≠ 0`, `D > 0` and `x0 = (√D - c2)/(3 c3) > 0` is, at every
`V > 0`, the Birch–Murnaghan energy with `E0 = p(x0)`, `V0 = x0^(-3/2)`,
`B0 = (8/9) √D x0^(7/2)` and `b = 4 + 2 c3 x0/√D`. -/
theorem fit_eq_birchMurnaghan {c0 c1 c2 c3 x0 V : ℝ} (hc : c3 ≠ 0)
    (hD : 0 < disc c1 c2 c3) (hx : 0 < x0)
    (hroot : 3 * c3 * x0 = √(disc c1 c2 c3) - c2) (hV : 0 < V) :
    cubic c0 c1 c2 c3 (V ^ (-2 / 3 : ℝ)) =
      birchMurnaghan (cubic c0 c1 c2 c3 x0) (x0 ^ (-3 / 2 : ℝ))
        (8 / 9 * √(disc c1 c2 c3) * x0 ^ (7 / 2 : ℝ))
        (4 + 2 * c3 * x0 / √(disc c1 c2 c3)) V := by
  have hs : c2 + 3 * c3 * x0 = √(disc c1 c2 c3) := by linarith
  have hne : c2 + 3 * c3 * x0 ≠ 0 := by
    rw [hs]
    exact (Real.sqrt_pos.mpr hD).ne'
  have h := fit_eq_of_stationary (c0 := c0) hx hV (stationary_of_root hc hD hroot) hne
  rw [hs] at h
  exact h

/-- A quadratic fit in `V^(-2/3)` with `c1 < 0 < c2` is a Birch–Murnaghan energy with `b = 4`,
where `x0 = -c1/(2 c2)`, `V0 = x0^(-3/2)` and `B0 = (8/9) c2 x0^(7/2)`, at every `V > 0`. -/
theorem quadratic_fit {c0 c1 c2 x0 V : ℝ} (h1 : c1 < 0) (h2 : 0 < c2)
    (hx : x0 = -c1 / (2 * c2)) (hV : 0 < V) :
    cubic c0 c1 c2 0 (V ^ (-2 / 3 : ℝ)) =
      birchMurnaghan (cubic c0 c1 c2 0 x0) (x0 ^ (-3 / 2 : ℝ))
        (8 / 9 * c2 * x0 ^ (7 / 2 : ℝ)) 4 V := by
  have h0 : 0 < x0 := by
    rw [hx]
    exact div_pos (by linarith) (by linarith)
  have e : x0 * (2 * c2) = -c1 := (eq_div_iff (by positivity)).mp hx
  have h := fit_eq_of_stationary (c0 := c0) (c1 := c1) (c2 := c2) (c3 := 0) h0 hV
    (by linear_combination e) (by linarith)
  simp only [mul_zero, zero_mul, add_zero, zero_div] at h
  exact h

/-- If a Birch–Murnaghan energy with `V0, B0 > 0` agrees with the fit at all positive volumes,
then `D > 0` and, with `x0 = V0^(-2/3)`, its parameters are those given by the fit formulas. -/
theorem parameters_unique {c0 c1 c2 c3 E0 V0 B0 b x0 : ℝ} (hV0 : 0 < V0) (hB0 : 0 < B0)
    (hx : x0 = V0 ^ (-2 / 3 : ℝ))
    (h : ∀ V : ℝ, 0 < V →
      cubic c0 c1 c2 c3 (V ^ (-2 / 3 : ℝ)) = birchMurnaghan E0 V0 B0 b V) :
    0 < disc c1 c2 c3 ∧ 3 * c3 * x0 = √(disc c1 c2 c3) - c2 ∧
      E0 = cubic c0 c1 c2 c3 x0 ∧ V0 = x0 ^ (-3 / 2 : ℝ) ∧
      B0 = 8 / 9 * √(disc c1 c2 c3) * x0 ^ (7 / 2 : ℝ) ∧
      b = 4 + 2 * c3 * x0 / √(disc c1 c2 c3) := by
  have h0 : 0 < x0 := by
    rw [hx]
    exact Real.rpow_pos_of_pos hV0 _
  have hV : V0 = x0 ^ (-3 / 2 : ℝ) := by
    rw [hx, ← Real.rpow_mul hV0.le, show (-2 / 3 : ℝ) * (-3 / 2) = 1 by norm_num,
      Real.rpow_one]
  -- rewrite the agreement in terms of t = (V0/V)^(2/3)
  have key : ∀ t : ℝ, 0 < t → cubic c0 c1 c2 c3 (x0 * t) =
      E0 + 9 / 2 * V0 * B0 * ((t - 1) / 2) ^ 2 * (1 + (b - 4) * ((t - 1) / 2)) := by
    intro t ht
    have hp : 0 < x0 * t := mul_pos h0 ht
    have hW : 0 < (x0 * t) ^ (-3 / 2 : ℝ) := Real.rpow_pos_of_pos hp _
    have k1 : ((x0 * t) ^ (-3 / 2 : ℝ)) ^ (-2 / 3 : ℝ) = x0 * t := by
      rw [← Real.rpow_mul hp.le, show (-3 / 2 : ℝ) * (-2 / 3) = 1 by norm_num,
        Real.rpow_one]
    have k2 := fit_variable_eq h0 hW
    rw [k1, ← hV] at k2
    have k3 : strain V0 ((x0 * t) ^ (-3 / 2 : ℝ)) = (t - 1) / 2 := by
      have := mul_left_cancel₀ h0.ne' k2
      linarith
    have k4 := h _ hW
    rw [k1, birchMurnaghan, k3] at k4
    exact k4
  -- four values of t determine all coefficients
  have e0 := key 1 (by norm_num)
  have e1 := key 2 (by norm_num)
  have e2 := key 3 (by norm_num)
  have e3 := key 4 (by norm_num)
  simp only [cubic] at e0 e1 e2 e3
  have ha : x0 * (c1 + 2 * c2 * x0 + 3 * c3 * x0 ^ 2) = 0 := by
    linear_combination (-11 / 6) * e0 + 3 * e1 - 3 / 2 * e2 + 1 / 3 * e3
  have hb : (c2 + 3 * c3 * x0) * x0 ^ 2 = 9 / 8 * V0 * B0 := by
    linear_combination e0 - 5 / 2 * e1 + 2 * e2 - 1 / 2 * e3
  have hg : c3 * x0 ^ 3 = 9 / 16 * V0 * B0 * (b - 4) := by
    linear_combination (-1 / 6) * e0 + 1 / 2 * e1 - 1 / 2 * e2 + 1 / 6 * e3
  have h1 := (mul_eq_zero.mp ha).resolve_left h0.ne'
  have hs : 0 < c2 + 3 * c3 * x0 := by
    have hpos : 0 < (c2 + 3 * c3 * x0) * x0 ^ 2 := by
      rw [hb]
      positivity
    exact (mul_pos_iff_of_pos_right (pow_pos h0 2)).mp hpos
  have hD : disc c1 c2 c3 = (c2 + 3 * c3 * x0) ^ 2 := by
    unfold disc
    linear_combination (-3 * c3) * h1
  have hP := volume_mul_modulus_power h0
  rw [← hV] at hP
  rw [hD, Real.sqrt_sq hs.le]
  refine ⟨pow_pos hs 2, by ring, ?_, hV, ?_, ?_⟩
  · unfold cubic
    linear_combination -e0
  · apply mul_left_cancel₀ hV0.ne'
    linear_combination (-8 / 9) * hb - 8 / 9 * (c2 + 3 * c3 * x0) * hP
  · have hq : b - 4 = 2 * c3 * x0 / (c2 + 3 * c3 * x0) := by
      rw [eq_div_iff hs.ne']
      apply mul_left_cancel₀ (pow_pos h0 2).ne'
      linear_combination (b - 4) * hb - 2 * hg
    linarith

end

end BirchMurnaghanFit
```

```lean
#print axioms BirchMurnaghanFit.minimum_iff
-- 'BirchMurnaghanFit.minimum_iff' depends on axioms: [propext, Classical.choice, Quot.sound]
#print axioms BirchMurnaghanFit.fit_eq_birchMurnaghan
-- 'BirchMurnaghanFit.fit_eq_birchMurnaghan' depends on axioms: [propext, Classical.choice, Quot.sound]
#print axioms BirchMurnaghanFit.quadratic_fit
-- 'BirchMurnaghanFit.quadratic_fit' depends on axioms: [propext, Classical.choice, Quot.sound]
#print axioms BirchMurnaghanFit.parameters_unique
-- 'BirchMurnaghanFit.parameters_unique' depends on axioms: [propext, Classical.choice, Quot.sound]
```

## From the slope to the main theorem

`deriv_cubic` computes p′ and expresses it as another `cubic`, so that `minimum_iff` can apply it twice to obtain the curvature. `stationary_of_root` carries out the step from the root to zero slope: it multiplies the goal by 3c3, uses the identity for s² − D, and cancels the nonzero factor.

`fit_variable_eq` proves V^(−2/3) = x0(1 + 2f) from the rules for real powers, and `volume_mul_modulus_power` proves x0^(−3/2) x0^(7/2) = x0², the product needed in V0B0.

The Taylor expansion is in `fit_eq_of_stationary`. It is stated for any stationary x0 > 0 with s ≠ 0, so it serves both the cubic and the quadratic fit. At this level s may be negative, in which case the point is a maximum and the parameter B0 is negative. The main theorem inserts s = √D; `quadratic_fit` inserts c3 = 0.

In `parameters_unique`, the intermediate result `key` rewrites the agreement as an identity in t. Instead of comparing coefficients abstractly, the proof evaluates it at t = 1, 2, 3 and 4, that is, at equilibrium and at three compressed volumes. Weighted sums of these four equations isolate the coefficients of u, u² and u³ as `ha`, `hb` and `hg`. The weights are those of forward finite differences, which are exact for cubics.

## How `linear_combination` carries the algebra

The tactic `linear_combination` proves an equation from known equations once it is told what to multiply each of them by. It subtracts the weighted hypotheses from the goal and asks `ring` to confirm that what remains is an identity. The multipliers may be whole expressions, so the word "linear" refers to the hypotheses and not to the variables.

In `fit_eq_of_stationary` there are three known equations:

- `h1` says that the slope vanishes. Its multiplier 2fx0 is the factor with which the slope appears in the expansion, so this removes the linear term.
- `hP` says that the two powers of x0 multiply to x0². To `ring`, x0^(−3/2) and x0^(7/2) are unrelated symbols, and this equation supplies their relation.
- `hb` says that q s = 2c3x0, where q stands for the quotient b − 4. It matches the cubic term without any division in the final identity.

Before the call, `generalize` replaces the strain by a plain variable f and the quotient by q. What is left is a polynomial identity, and the three multipliers record where each known equation enters it.
